# A Catalan bound for Rayleigh–Schrödinger series with a bounded perturbation

A system with Hamiltonian \(H_0\) sits in a nondegenerate level \(E_0\), separated from the rest of the spectrum by a gap. A perturbation \(tV\) is switched on, and the state and energy are expanded in powers of \(t\). Each order can be computed from the earlier ones, but every new order contains more products of earlier corrections. Does the expansion converge, and can a range of \(t\) be guaranteed from the gap and the size of \(V\) alone?

For bounded \(V\) it can. Let \(\psi_0\) be the normalised unperturbed state, let \(v\ge\|V\|\), and let \(R\) be the reduced resolvent, which acts as \((E_0-H_0)^{-1}\) on the orthogonal complement of \(\psi_0\) and gives zero on \(\psi_0\). For self-adjoint \(H_0\) its norm is the inverse of the distance from \(E_0\) to the rest of the spectrum, so a number \(D>0\) with \(D\|R\|\le 1\) is the gap or a lower estimate of it. Let \(\psi_n\) be the coefficient of \(t^n\) in the expansion of the state, with the corrections \(n\ge1\) chosen orthogonal to \(\psi_0\) (intermediate normalisation). Then

\[
\|\psi_n\|\le C_n\left(\frac vD\right)^n,\qquad C_n=\frac{1}{n+1}\binom{2n}{n},
\]

and both series converge absolutely whenever \(4v|t|\le D\), equality included. At \(t=1\) this asks that the perturbation be no larger than a quarter of the gap.

## From the recursion to the Catalan numbers

Write \(\psi=\sum_{n\ge0}t^n\psi_n\) and \(\varepsilon=\sum_{n\ge0}t^{n+1}E_{n+1}\), with \(\langle\psi_0,\psi_n\rangle=0\) for \(n\ge1\). The terms of order \(t^{n+1}\) in \((H_0+tV)\psi=(E_0+\varepsilon)\psi\) give

\[
(E_0-H_0)\psi_{n+1}=V\psi_n-\sum_{k=0}^{n}E_{k+1}\psi_{n-k}.
\]

The inner product with \(\psi_0\) gives \(E_{n+1}=\langle\psi_0,V\psi_n\rangle\). Applying \(R\) removes the term \(k=n\), because \(R\psi_0=0\):

\[
\psi_{n+1}=R\Big(V\psi_n-\sum_{k=0}^{n-1}E_{k+1}\psi_{n-k}\Big).
\]

Set \(q=v/D\) and suppose that \(\|\psi_m\|\le C_mq^m\) for all \(m\le n\). This holds for \(m=0\), since \(\|\psi_0\|=1=C_0\). By the Cauchy–Schwarz inequality \(|E_{k+1}|\le v\|\psi_k\|\le vC_kq^k\). The triangle inequality then gives

\[
\|\psi_{n+1}\|\le\frac1D\Big(vC_nq^n+\sum_{k=0}^{n-1}vC_kq^k\,C_{n-k}q^{n-k}\Big)
=q^{n+1}\Big(C_n+\sum_{k=0}^{n-1}C_kC_{n-k}\Big).
\]

Since \(C_0=1\), the isolated \(C_n\) is the missing term \(k=n\) of the sum. The bracket is therefore \(\sum_{k=0}^nC_kC_{n-k}\), which is the Catalan recursion for \(C_{n+1}\), and the bound passes to order \(n+1\).

## Summing the majorant up to the boundary

If \(4v|t|\le D\), then \(|t|q\le\frac14\) and \(\|t^n\psi_n\|\le C_n/4^n\). The partial sums of this majorant have a closed form. With \(B_N=\binom{2N}{N}\),

\[
\sum_{n=0}^{N-1}\frac{C_n}{4^n}=2-\frac{2B_N}{4^N}.
\]

At \(N=0\) both sides vanish. For the step from \(N\) to \(N+1\), use \(B_N=(N+1)C_N\) and \(B_{N+1}=2(2N+1)C_N\). The right-hand side grows by

\[
\frac{2B_N}{4^N}-\frac{2B_{N+1}}{4^{N+1}}
=\frac{2(N+1)C_N-(2N+1)C_N}{4^N}=\frac{C_N}{4^N},
\]

as required. All partial sums are at most 2, so the majorant converges and the summed state has norm at most 2. For the energy, \(|t^{n+1}E_{n+1}|\le v|t|\,\|t^n\psi_n\|\le v|t|\,C_n/4^n\), and summing gives \(|\varepsilon|\le 2v|t|\).

## The recursion in Lean

The space `H` is a complex inner product space of any dimension, finite or infinite.

```lean
import Mathlib

open Finset
open scoped InnerProductSpace

namespace CatalanMajorant

noncomputable section

variable {H : Type*} [NormedAddCommGroup H] [InnerProductSpace ℂ H]
```

The operators `R` and `V` have type `H →L[ℂ] H`, the continuous linear maps, so both are bounded and defined everywhere. The inner product is linear in its second argument, as in Dirac notation.

```lean
/-- The state corrections `ψ_n` of Rayleigh-Schroedinger theory, generated order by order from
the unperturbed state `ψ₀`, the resolvent operator `R` and the perturbation `V`. -/
def stateCorr (R V : H →L[ℂ] H) (ψ₀ : H) : ℕ → H
  | 0 => ψ₀
  | n + 1 => R (V (stateCorr R V ψ₀ n) -
      ∑ k : Fin n, ⟪ψ₀, V (stateCorr R V ψ₀ k)⟫_ℂ • stateCorr R V ψ₀ (n - k))
termination_by n => n
decreasing_by all_goals omega
```

`stateCorr R V ψ₀ n` is \(\psi_n\). The definition contains the energy corrections written out as inner products. An index in `Fin n` carries the fact \(k<n\), from which Lean sees that only earlier orders are called.

```lean
/-- The energy correction of order `n + 1`, that is `E_(n+1) = ⟨ψ₀, V ψ_n⟩`. -/
def energyCorr (R V : H →L[ℂ] H) (ψ₀ : H) (n : ℕ) : ℂ := ⟪ψ₀, V (stateCorr R V ψ₀ n)⟫_ℂ
```

The index is shifted by one: `energyCorr R V ψ₀ n` is \(E_{n+1}\), so the value at 0 is the first-order energy \(\langle\psi_0,V\psi_0\rangle\).

```lean
/-- The summed state series `ψ(t) = ∑ tⁿ ψ_n`. -/
def perturbedState (R V : H →L[ℂ] H) (ψ₀ : H) (t : ℂ) : H := ∑' n, t ^ n • stateCorr R V ψ₀ n

/-- The summed energy corrections `ε(t) = ∑ tⁿ E_n`, starting at first order. -/
def energyShift (R V : H →L[ℂ] H) (ψ₀ : H) (t : ℂ) : ℂ :=
  ∑' n, t ^ (n + 1) * energyCorr R V ψ₀ n
```

These are \(\psi(t)\) and \(\varepsilon(t)\), for complex \(t\). The unperturbed energy \(E_0\) is not part of `energyShift`. Lean assigns an infinite sum the value zero when the series is not summable, so the two definitions carry their intended meaning only together with a convergence statement.

```lean
/-- The recursion for the state corrections, written with the energy corrections. -/
theorem stateCorr_succ (R V : H →L[ℂ] H) (ψ₀ : H) (n : ℕ) :
    stateCorr R V ψ₀ (n + 1) = R (V (stateCorr R V ψ₀ n) -
      ∑ k ∈ range n, energyCorr R V ψ₀ k • stateCorr R V ψ₀ (n - k)) := by
  rw [stateCorr, Finset.sum_range]
  rfl
```

This lemma restates the definition in the form used by hand, with \(k\) running from 0 to \(n-1\).

## The two estimates behind the bound

```lean
/-- The partial sums of `Catalan(n) / 4ⁿ` in closed form. -/
theorem sum_catalan_div (N : ℕ) :
    ∑ n ∈ range N, (catalan n : ℝ) / 4 ^ n = 2 - 2 * (N.centralBinom : ℝ) / 4 ^ N := by
  induction N with
  | zero => simp
  | succ N ih =>
    have h1 : ((N : ℝ) + 1) * catalan N = N.centralBinom := by
      exact_mod_cast succ_mul_catalan_eq_centralBinom N
    have h2 : ((N : ℝ) + 1) * (N + 1).centralBinom = 2 * (2 * N + 1) * N.centralBinom := by
      exact_mod_cast Nat.succ_mul_centralBinom_succ N
    have h3 : ((N + 1).centralBinom : ℝ) = 2 * (2 * N + 1) * catalan N := by
      have hN : (N : ℝ) + 1 ≠ 0 := by positivity
      apply mul_left_cancel₀ hN
      rw [h2, ← h1]
      ring
    rw [sum_range_succ, ih, h3, ← h1, pow_succ]
    field_simp
    ring
```

The closed form is proved by induction on \(N\). The fact `h1` relates Catalan numbers to central binomial coefficients, `h2` relates successive central binomial coefficients, and `h3` combines them into \(B_{N+1}=2(2N+1)C_N\). After substitution, `field_simp` and `ring` carry out the subtraction shown above.

```lean
/-- The energy correction of order `n + 1` is at most `v` times the norm of `ψ_n`. -/
theorem norm_energyCorr_le {R V : H →L[ℂ] H} {ψ₀ : H} {v : ℝ} (hV : ‖V‖ ≤ v)
    (h0 : ‖ψ₀‖ = 1) (n : ℕ) : ‖energyCorr R V ψ₀ n‖ ≤ v * ‖stateCorr R V ψ₀ n‖ := by
  have h := norm_inner_le_norm (𝕜 := ℂ) ψ₀ (V (stateCorr R V ψ₀ n))
  rw [h0, one_mul] at h
  exact h.trans ((V.le_opNorm _).trans (mul_le_mul_of_nonneg_right hV (norm_nonneg _)))
```

Here the Cauchy–Schwarz inequality, with \(\|\psi_0\|=1\), is followed by \(\|V\psi_n\|\le\|V\|\,\|\psi_n\|\le v\|\psi_n\|\).

## The majorant at every order

The hypotheses of the next theorem are \(D>0\), \(D\|R\|\le1\), \(\|V\|\le v\) and \(\|\psi_0\|=1\). Neither \(H_0\) nor \(E_0\) appears, \(V\) need not be self-adjoint, and \(R\) may be any bounded operator of the stated size. The reduced resolvent of a gapped level is the case of physical interest.

```lean
/-- Catalan majorant: the state correction of order `n` has norm at most
`Catalan(n) (v/D)ⁿ`. -/
theorem norm_stateCorr_le {R V : H →L[ℂ] H} {ψ₀ : H} {v D : ℝ} (hD : 0 < D)
    (hR : D * ‖R‖ ≤ 1) (hV : ‖V‖ ≤ v) (h0 : ‖ψ₀‖ = 1) (n : ℕ) :
    ‖stateCorr R V ψ₀ n‖ ≤ catalan n * (v / D) ^ n := by
  have hv : 0 ≤ v := (norm_nonneg V).trans hV
  have hRD : ‖R‖ ≤ 1 / D := by
    rw [le_div_iff₀ hD]
    linarith
  induction n using Nat.strong_induction_on with
  | _ n ih =>
  cases n with
  | zero => simp [stateCorr, h0]
  | succ n =>
    rw [stateCorr_succ]
    calc _ ≤ ‖R‖ * _ := R.le_opNorm _
      _ ≤ 1 / D * (v * (catalan n * (v / D) ^ n) + ∑ k ∈ range n,
          v * (catalan k * (v / D) ^ k) * (catalan (n - k) * (v / D) ^ (n - k))) := by
        refine mul_le_mul hRD ?_ (norm_nonneg _) (by positivity)
        refine (norm_sub_le _ _).trans (add_le_add ?_
          ((norm_sum_le _ _).trans (Finset.sum_le_sum fun k hk => ?_)))
        · exact (V.le_opNorm _).trans (mul_le_mul hV (ih n (by omega)) (norm_nonneg _) hv)
        · have hk' := mem_range.1 hk
          rw [norm_smul]
          exact mul_le_mul ((norm_energyCorr_le hV h0 k).trans
            (mul_le_mul_of_nonneg_left (ih k (by omega)) hv)) (ih (n - k) (by omega))
            (norm_nonneg _) (by positivity)
      _ = catalan (n + 1) * (v / D) ^ (n + 1) := by
        -- the convolution is the Catalan recursion
        have hs : ∑ k ∈ range n, v * (catalan k * (v / D) ^ k) *
            (catalan (n - k) * (v / D) ^ (n - k)) =
            v * (v / D) ^ n * ∑ k ∈ range n, (catalan k : ℝ) * catalan (n - k) := by
          rw [mul_sum]
          refine sum_congr rfl fun k hk => ?_
          rw [← pow_mul_pow_sub (v / D) (mem_range.1 hk).le]
          ring
        have hc : catalan (n + 1) = ∑ k ∈ range (n + 1), catalan k * catalan (n - k) := by
          rw [catalan_succ, Finset.sum_range]
        rw [sum_range_succ, Nat.sub_self, catalan_zero, mul_one] at hc
        have hc' : (catalan (n + 1) : ℝ) =
            ∑ k ∈ range n, (catalan k : ℝ) * catalan (n - k) + catalan n := by
          exact_mod_cast hc
        rw [hs, hc', pow_succ]
        ring
```

Strong induction is needed because \(\psi_{n+1}\) depends on all earlier corrections. The first step of the `calc` block takes out \(\|R\|\). The second replaces it by \(1/D\), splits the difference and the sum by the triangle inequality, and inserts the induction hypothesis into each factor. The last step is the algebra: `hs` collects the powers \(q^kq^{n-k}=q^n\), and `hc` is the Catalan recursion with its final term split off, which matches the isolated \(C_n\) in the hand derivation.

## Convergence on the closed disc

The final theorem adds completeness of `H`, which makes it a Hilbert space, and the condition \(4v|t|\le D\). For \(v>0\) this is the closed disc of radius \(D/(4v)\) in the complex \(t\) plane; for \(v=0\) the perturbation vanishes and every \(t\) is allowed. The conclusion has five parts: absolute convergence of the state series, absolute convergence of the energy series, convergence of the state series to `perturbedState`, and the bounds \(\|\psi(t)\|\le2\) and \(|\varepsilon(t)|\le2v|t|\).

```lean
/-- For `4 v |t| ≤ D` the state and energy series converge absolutely; the summed state has norm
at most `2` and the energy shift is at most `2 v |t|`. -/
theorem series_converge [CompleteSpace H] {R V : H →L[ℂ] H} {ψ₀ : H} {v D : ℝ} {t : ℂ}
    (hD : 0 < D) (hR : D * ‖R‖ ≤ 1) (hV : ‖V‖ ≤ v) (h0 : ‖ψ₀‖ = 1) (ht : 4 * v * ‖t‖ ≤ D) :
    (Summable fun n => ‖t ^ n • stateCorr R V ψ₀ n‖) ∧
    (Summable fun n => ‖t ^ (n + 1) * energyCorr R V ψ₀ n‖) ∧
    HasSum (fun n => t ^ n • stateCorr R V ψ₀ n) (perturbedState R V ψ₀ t) ∧
    ‖perturbedState R V ψ₀ t‖ ≤ 2 ∧ ‖energyShift R V ψ₀ t‖ ≤ 2 * v * ‖t‖ := by
  have hv : 0 ≤ v := (norm_nonneg V).trans hV
  -- the majorant series converges even on the boundary of the disc
  have hpos : ∀ n, 0 ≤ (catalan n : ℝ) / 4 ^ n := fun n => by positivity
  have hpart : ∀ N, ∑ n ∈ range N, (catalan n : ℝ) / 4 ^ n ≤ 2 := fun N => by
    rw [sum_catalan_div]
    have : 0 ≤ 2 * (N.centralBinom : ℝ) / 4 ^ N := by positivity
    linarith
  have hC := summable_of_sum_range_le hpos hpart
  have hC2 := Real.tsum_le_of_sum_range_le hpos hpart
  have hq : ‖t‖ * (v / D) ≤ 1 / 4 := by
    rw [← mul_div_assoc, div_le_iff₀ hD]
    linarith
  have ha : ∀ n, ‖t ^ n • stateCorr R V ψ₀ n‖ ≤ (catalan n : ℝ) / 4 ^ n := fun n => by
    rw [norm_smul, norm_pow]
    calc _ ≤ ‖t‖ ^ n * (catalan n * (v / D) ^ n) :=
          mul_le_mul_of_nonneg_left (norm_stateCorr_le hD hR hV h0 n) (by positivity)
      _ = catalan n * (‖t‖ * (v / D)) ^ n := by rw [mul_pow]; ring
      _ ≤ catalan n * (1 / 4) ^ n := by gcongr
      _ = _ := by rw [one_div, inv_pow, div_eq_mul_inv]
  have he : ∀ n, ‖t ^ (n + 1) * energyCorr R V ψ₀ n‖ ≤
      v * ‖t‖ * ((catalan n : ℝ) / 4 ^ n) := fun n => by
    rw [norm_mul, norm_pow]
    calc _ ≤ ‖t‖ ^ (n + 1) * (v * ‖stateCorr R V ψ₀ n‖) :=
          mul_le_mul_of_nonneg_left (norm_energyCorr_le hV h0 n) (by positivity)
      _ = v * ‖t‖ * ‖t ^ n • stateCorr R V ψ₀ n‖ := by rw [norm_smul, norm_pow]; ring
      _ ≤ _ := mul_le_mul_of_nonneg_left (ha n) (by positivity)
  have hs : Summable fun n => ‖t ^ n • stateCorr R V ψ₀ n‖ :=
    Summable.of_nonneg_of_le (fun _ => norm_nonneg _) ha hC
  refine ⟨hs, Summable.of_nonneg_of_le (fun _ => norm_nonneg _) he (hC.mul_left _),
    hs.of_norm.hasSum, (tsum_of_norm_bounded hC.hasSum ha).trans hC2,
    (tsum_of_norm_bounded (hC.hasSum.mul_left _) he).trans ?_⟩
  calc _ ≤ v * ‖t‖ * 2 := mul_le_mul_of_nonneg_left hC2 (by positivity)
    _ = _ := by ring

end

end CatalanMajorant
```

In the proof, `hpart` bounds the partial sums of the majorant by 2, and `hC` and `hC2` turn this into convergence and a bound on the full sum. The condition on \(t\) enters through `hq`, which says \(|t|v/D\le\frac14\). The termwise comparisons are `ha` for the states and `he` for the energies. Completeness is used where absolute convergence of the state series is turned into convergence to a vector of `H`.

```lean
#print axioms CatalanMajorant.series_converge
```

```
'CatalanMajorant.series_converge' depends on axioms: [propext, Classical.choice, Quot.sound]
```

The theorem controls the size of the terms; showing that the sums solve the perturbed eigenvalue equation would also require the defining relations between \(R\), \(H_0\) and \(\psi_0\). The condition on \(t\) is sufficient but not necessary: if \(V\) is a multiple of the identity and \(R\psi_0=0\), every correction \(\psi_n\) with \(n\ge1\) vanishes and the series terminates for all \(t\). Unbounded perturbations, such as a Coulomb potential acting on all square-integrable wavefunctions in three dimensions, are not covered; its matrix in a finite basis is bounded.

The summed state is not normalised. When the corrections are orthogonal to \(\psi_0\), as they are for the reduced resolvent, \(\langle\psi_0,\psi(t)\rangle=1\), and the normalised state \(\psi(t)/\|\psi(t)\|\) has overlap at least \(\tfrac12\) with \(\psi_0\) throughout the disc.

## Orders, denominators and truncation in a program

In a finite basis of eigenvectors of \(H_0\), a program stores the vectors \(\psi_0,\dots,\psi_n\) and the numbers \(E_1,\dots,E_n\). One pass of the loop does the following:

1. Form \(w=V\psi_n\) and record \(E_{n+1}=\langle\psi_0,w\rangle\).
2. Subtract \(E_{k+1}\psi_{n-k}\) from \(w\) for \(k=0,\dots,n-1\).
3. Set the component of \(w\) along \(\psi_0\) to zero, and divide every other component by its denominator \(E_0-e_j\), where \(e_j\) is the eigenvalue of \(H_0\) for that basis vector. The result is \(\psi_{n+1}\).

The third step is the action of \(R\), and the smallest of these \(|E_0-e_j|\) is the best value of \(D\). High-order Møller–Plesset calculations in a finite basis with a nondegenerate reference have this structure. Applied directly to \(V\), the bound gives a guarantee at \(t=1\) if \(4\|V\|\le D\), and it is silent otherwise.

The constant \(v\) can often be reduced. With the reduced resolvent, replacing \(V\) by \(V-c\) changes \(E_1\) by \(-c\) and leaves all other corrections as they were. For Hermitian \(V\), the best choice of \(c\) reduces the norm to half the spread between the largest and smallest eigenvalues of \(V\).

The majorant also yields a truncation estimate. Put \(x=|t|v/D\le\frac14\). If the terms \(n\ge N\) of the state series are omitted, the error has norm at most

\[
(4x)^N\,\frac{2B_N}{4^N},
\]

and the corresponding energy error is at most \(v|t|\) times this. For \(4x=\tfrac12\) and \(N=10\) the state error is below \(3.5\times10^{-4}\). On the boundary \(4x=1\) the first factor no longer helps, and the estimate falls only like \(N^{-1/2}\).
